# For finitely many phases, the open-element hull energy is the minimum over content of the closed hull energy minus μ times content

A hull energy is defined here by mixing phases, not by constructing a surface: it is the infimum of the mean energy over all phase weights that give a prescribed composition. The exchanged element is kept out of that composition and has a coordinate of its own.

Phase i has composition x_i, content z_i of the exchanged element and energy E_i. A natural normalisation is per atom of the elements that are not exchanged. The pure exchanged element then has no such atoms, so it is not one of the phases i. In the open system it is represented by a reservoir at chemical potential μ; in the closed system considered here it is not available as a separate phase. The energies are fixed numbers, so any temperature dependence must already be in them.

In the code, `ι` labels the finitely many phases and `V` is the composition space, which may be ℝⁿ or any real normed space.

In Lean 4 with Mathlib:

```lean
import Mathlib

open Finset

namespace OpenElementHull

noncomputable section

variable {ι V : Type*} [Fintype ι] [NormedAddCommGroup V] [NormedSpace ℝ V]
```

## Mixtures and their energies

For weights w, the mean of a phase property f is

⟨f⟩_w = Σ_i w_i f_i.

```lean
/-- The mean of a phase property `f` (composition, content or energy) with phase weights `w`. -/
def mean (w : ι → ℝ) (f : ι → V) : V := ∑ i, w i • f i
```

The weights of a mixture are nonnegative and sum to one (`stdSimplex`), and its mean composition is c.

```lean
/-- The mixtures of composition `c`: nonnegative phase weights with sum one and mean
composition `c`. -/
def mixtures (x : ι → V) (c : V) : Set (ι → ℝ) :=
  {w | w ∈ stdSimplex ℝ ι ∧ mean w x = c}
```

A composition is reachable if at least one mixture has it.

```lean
/-- A composition is reachable if some mixture of the phases has it. -/
def Reachable (x : ι → V) (c : V) : Prop := (mixtures x c).Nonempty
```

The hull energy at c is the infimum of ⟨E⟩_w over these mixtures.

```lean
/-- The hull energy at a reachable composition `c`: the infimum of the mean energy over all
mixtures of that composition. -/
def hullEnergy (x : ι → V) (E : ι → ℝ) (c : V) : ℝ :=
  sInf ((fun w => mean w E) '' mixtures x c)
```

A ground mixture is one whose mean energy is least.

```lean
/-- A ground mixture at `c` has composition `c` and the least mean energy among all mixtures
of that composition. -/
def IsGround (x : ι → V) (E : ι → ℝ) (c : V) (w : ι → ℝ) : Prop :=
  w ∈ mixtures x c ∧ ∀ v ∈ mixtures x c, mean w E ≤ mean v E
```

In the closed system the content is prescribed too, so phase i sits at (x_i, z_i). Write H(c, ζ) for the hull energy there, with ζ the prescribed content.

```lean
/-- The composition of each phase in the closed system, where the content `z` of the exchanged
element is recorded next to `x`. -/
def joint (x : ι → V) (z : ι → ℝ) : ι → V × ℝ := fun i => (x i, z i)
```

In the open system only c is prescribed, and phase i has energy E_i − μ z_i. Write Ω(c) for the resulting hull energy.

```lean
/-- The shifted energy `E i - μ z i` of each phase in contact with a reservoir of chemical
potential `μ`. -/
def shifted (E z : ι → ℝ) (μ : ℝ) : ι → ℝ := fun i => E i - μ * z i
```

## From mixtures to the two hulls

Averaging is linear, so

⟨E − μz⟩_w = ⟨E⟩_w − μ⟨z⟩_w.

```lean
/-- The mean shifted energy of a mixture is its mean energy minus `μ` times its mean content of
the open element. -/
theorem mean_shifted (w E z : ι → ℝ) (μ : ℝ) :
    mean w (shifted E z μ) = mean w E - μ * mean w z := by
  simp only [mean, shifted, smul_eq_mul, Finset.mul_sum, ← Finset.sum_sub_distrib]
  exact Finset.sum_congr rfl fun i _ => by ring
```

Averaging also acts on each coordinate separately. A closed mixture at (c, ζ) is therefore a mixture at c with ⟨z⟩_w = ζ.

```lean
/-- A mixture has joint composition `(c, ζ)` exactly when it has composition `c` and mean
content `ζ` of the open element. -/
theorem mem_mixtures_joint {x : ι → V} {z : ι → ℝ} {c : V} {ζ : ℝ} {w : ι → ℝ} :
    w ∈ mixtures (joint x z) (c, ζ) ↔ w ∈ mixtures x c ∧ mean w z = ζ := by
  have h : mean w (joint x z) = (mean w x, mean w z) :=
    Prod.ext (by simp [mean, joint, Prod.fst_sum]) (by simp [mean, joint, Prod.snd_sum])
  simp only [mixtures, Set.mem_ofPred_eq, h, Prod.mk.injEq, and_assoc]
```

The weights form a compact simplex, and fixing ⟨x⟩_w = c cuts out a closed slice of it. The mean energy is continuous, so it attains its minimum on this slice whenever the slice is nonempty.

```lean
/-- Every reachable composition has a ground mixture. -/
theorem exists_isGround {x : ι → V} (E : ι → ℝ) {c : V} (hc : Reachable x c) :
    ∃ w, IsGround x E c w := by
  have hs : IsCompact (stdSimplex ℝ ι) := by apply isCompact_stdSimplex
  have hx : Continuous fun w : ι → ℝ => mean w x := by unfold mean; fun_prop
  have hE : Continuous fun w : ι → ℝ => mean w E := by unfold mean; fun_prop
  -- the mixtures of composition `c` form a closed slice of the compact simplex
  have heq : mixtures x c = stdSimplex ℝ ι ∩ {w | mean w x = c} := by
    ext w
    exact Iff.rfl
  have hK : IsCompact (mixtures x c) := by
    rw [heq]
    exact hs.inter_right (isClosed_eq hx continuous_const)
  obtain ⟨w, hw, hmin⟩ := hK.exists_isMinOn hc hE.continuousOn
  exact ⟨w, hw, fun v hv => isMinOn_iff.mp hmin v hv⟩
```

The infimum is then the energy of a ground mixture.

```lean
/-- The mean energy of a ground mixture is the hull energy. -/
theorem IsGround.hull_eq {x : ι → V} {E : ι → ℝ} {c : V} {w : ι → ℝ}
    (hw : IsGround x E c w) : hullEnergy x E c = mean w E := by
  apply IsLeast.csInf_eq
  refine ⟨⟨w, hw.1, rfl⟩, ?_⟩
  rintro _ ⟨v, hv, rfl⟩
  exact hw.2 v hv
```

Every other mixture v at c satisfies ⟨E⟩_v ≥ hull energy.

```lean
/-- No mixture has a mean energy below the hull energy at its composition. -/
theorem hull_le {x : ι → V} (E : ι → ℝ) {c : V} {v : ι → ℝ} (hv : v ∈ mixtures x c) :
    hullEnergy x E c ≤ mean v E := by
  obtain ⟨w, hw⟩ := exists_isGround E ⟨v, hv⟩
  rw [hw.hull_eq]
  exact hw.2 v hv
```

Let w be an open ground mixture and v a mixture with the same c and the same content. Then

⟨E⟩_w − μ⟨z⟩_w ≤ ⟨E⟩_v − μ⟨z⟩_v, with ⟨z⟩_v = ⟨z⟩_w.

The μ terms cancel, so w is also a closed ground mixture.

```lean
/-- A ground mixture of the open system is also a ground mixture of the closed system that
holds the same content of the exchanged element. -/
theorem IsGround.closed {x : ι → V} {E z : ι → ℝ} {μ : ℝ} {c : V} {w : ι → ℝ}
    (hw : IsGround x (shifted E z μ) c w) :
    IsGround (joint x z) E (c, mean w z) w := by
  refine ⟨mem_mixtures_joint.2 ⟨hw.1, rfl⟩, fun v hv => ?_⟩
  obtain ⟨hv1, hv2⟩ := mem_mixtures_joint.1 hv
  have h := hw.2 v hv1
  rw [mean_shifted, mean_shifted, hv2] at h
  linarith
```

## The minimum over content

For every real μ and reachable c,

Ω(c) = min over reachable ζ of [H(c, ζ) − μζ].

`IsLeast` requires that Ω(c) be one of the bracketed values and that none lie below it. For the first, take an open ground mixture w and set ζ = ⟨z⟩_w; the previous step gives H(c, ζ) = ⟨E⟩_w. For the second, a closed ground mixture v at (c, ζ) is also an open mixture at c, so

Ω(c) ≤ ⟨E⟩_v − μζ = H(c, ζ) − μζ.

```lean
/-- Open element: at a reachable composition `c`, the hull energy of the shifted energies
`E i - μ z i` is the minimum of `H(c, ζ) - μ ζ` over the reachable contents `ζ`, where `H` is the
hull energy of the closed system. -/
theorem open_hull_isLeast {x : ι → V} (E z : ι → ℝ) (μ : ℝ) {c : V} (hc : Reachable x c) :
    IsLeast ((fun ζ => hullEnergy (joint x z) E (c, ζ) - μ * ζ) ''
      {ζ | Reachable (joint x z) (c, ζ)}) (hullEnergy x (shifted E z μ) c) := by
  constructor
  · -- the content of an open ground mixture attains the value
    obtain ⟨w, hw⟩ := exists_isGround (shifted E z μ) hc
    refine ⟨mean w z, ⟨w, hw.closed.1⟩, ?_⟩
    simp only [hw.closed.hull_eq, hw.hull_eq, mean_shifted]
  · -- a closed ground mixture at any content competes in the open system
    rintro _ ⟨ζ, hζ, rfl⟩
    obtain ⟨v, hv⟩ := exists_isGround E hζ
    obtain ⟨hv1, hv2⟩ := mem_mixtures_joint.1 hv.1
    have h := hull_le (shifted E z μ) hv1
    rw [mean_shifted, hv2] at h
    simp only [hv.hull_eq]
    exact h
```

With a single phase, c = x_1 and ζ = z_1 are the only choices, and both sides equal E_1 − μ z_1.

Finiteness matters for attainment. Take phases n = 1, 2, 3, … with equal x, z_n = E_n = 1/n and μ = 0. Finite mixtures reach every ζ in (0, 1], with H(c, ζ) = ζ. The infimum is 0, but no reachable content attains it.

For a finite table of phases whose compositions, contents and energies are all given per atom of the elements that are not exchanged, the identity means that a phase diagram at fixed μ can be built by shifting the energies and taking a hull with one coordinate fewer.

## Ground mixtures, content and stable phases

A mixture w is an open ground mixture exactly when it is a closed ground mixture at its own content and that content minimises H(c, ζ) − μζ. The forward direction combines the two preceding results. Conversely, for any mixture v at c,

⟨E⟩_w − μ⟨z⟩_w ≤ H(c, ⟨z⟩_v) − μ⟨z⟩_v ≤ ⟨E⟩_v − μ⟨z⟩_v.

```lean
/-- A mixture is a ground mixture of the open system exactly when it is a ground mixture of the
closed system at its own content of the open element and that content minimises
`H(c, ζ) - μ ζ` over the reachable `ζ`. -/
theorem isGround_shifted_iff {x : ι → V} {E z : ι → ℝ} {μ : ℝ} {c : V} {w : ι → ℝ} :
    IsGround x (shifted E z μ) c w ↔
      IsGround (joint x z) E (c, mean w z) w ∧
        ∀ ζ, Reachable (joint x z) (c, ζ) →
          hullEnergy (joint x z) E (c, mean w z) - μ * mean w z ≤
            hullEnergy (joint x z) E (c, ζ) - μ * ζ := by
  constructor
  · intro hw
    refine ⟨hw.closed, fun ζ hζ => ?_⟩
    have h := (open_hull_isLeast E z μ ⟨w, hw.1⟩).2 ⟨ζ, hζ, rfl⟩
    rw [hw.hull_eq, mean_shifted] at h
    rw [hw.closed.hull_eq]
    exact h
  · rintro ⟨hw, hmin⟩
    refine ⟨(mem_mixtures_joint.1 hw.1).1, fun v hv => ?_⟩
    have hv' : v ∈ mixtures (joint x z) (c, mean v z) := mem_mixtures_joint.2 ⟨hv, rfl⟩
    have h1 := hmin (mean v z) ⟨v, hv'⟩
    have h2 := hull_le E hv'
    rw [hw.hull_eq] at h1
    rw [mean_shifted, mean_shifted]
    linarith
```

Now let w₁ and w₂ be open ground mixtures at the same c, for μ₁ < μ₂. Testing each against the other and adding the two inequalities gives

(μ₂ − μ₁)(⟨z⟩_w₂ − ⟨z⟩_w₁) ≥ 0.

The content therefore never falls as μ rises. The proof supposes that it does and lets `nlinarith` find the contradiction.

```lean
/-- At fixed composition `c`, raising the chemical potential of the open element never lowers
its content in a ground mixture. -/
theorem content_mono {x : ι → V} {E z : ι → ℝ} {μ₁ μ₂ : ℝ} {c : V} {w₁ w₂ : ι → ℝ}
    (hμ : μ₁ < μ₂) (h₁ : IsGround x (shifted E z μ₁) c w₁)
    (h₂ : IsGround x (shifted E z μ₂) c w₂) : mean w₁ z ≤ mean w₂ z := by
  -- each mixture is tested against the other at its own chemical potential
  have a := h₁.2 w₂ h₂.1
  have b := h₂.2 w₁ h₁.1
  rw [mean_shifted, mean_shifted] at a b
  by_contra hlt
  have hpos := mul_pos (sub_pos.2 hμ) (sub_pos.2 (not_le.1 hlt))
  nlinarith
```

The last result concerns competition among the listed phases only. With the normalisation above, it does not rule out that a phase lowers its energy by releasing the pure exchanged element, which can happen if μ exceeds that element's own energy per atom. Suppose that phase k lies on the open hull at some μ. The pure phase, with weight one on k, is then an open ground mixture, hence a closed one, and

H(x_k, z_k) = E_k.

```lean
/-- A phase whose shifted energy lies on the hull of the open system at some chemical potential
`μ` has its energy on the hull of the closed system. -/
theorem closed_stable_of_open_stable {x : ι → V} {E z : ι → ℝ} {μ : ℝ} {k : ι}
    (h : hullEnergy x (shifted E z μ) (x k) = shifted E z μ k) :
    hullEnergy (joint x z) E (x k, z k) = E k := by
  classical
  -- the pure phase `k` as a mixture
  obtain ⟨w, hw, hx, hz, hE⟩ : ∃ w ∈ stdSimplex ℝ ι,
      mean w x = x k ∧ mean w z = z k ∧ mean w E = E k :=
    ⟨Pi.single k 1, single_mem_stdSimplex ℝ k, by simp [mean, Pi.single_apply],
      by simp [mean, Pi.single_apply], by simp [mean, Pi.single_apply]⟩
  have hg : IsGround x (shifted E z μ) (x k) w := by
    refine ⟨⟨hw, hx⟩, fun v hv => ?_⟩
    have hv' := hull_le (shifted E z μ) hv
    rw [h] at hv'
    rw [mean_shifted w, hE, hz]
    exact hv'
  have hcl := hg.closed
  rw [hz] at hcl
  rw [hcl.hull_eq, hE]

end

end OpenElementHull
```

```lean
#print axioms OpenElementHull.open_hull_isLeast
#print axioms OpenElementHull.isGround_shifted_iff
#print axioms OpenElementHull.content_mono
#print axioms OpenElementHull.closed_stable_of_open_stable
```

```
'OpenElementHull.open_hull_isLeast' depends on axioms: [propext, Classical.choice, Quot.sound]
'OpenElementHull.isGround_shifted_iff' depends on axioms: [propext, Classical.choice, Quot.sound]
'OpenElementHull.content_mono' depends on axioms: [propext, Classical.choice, Quot.sound]
'OpenElementHull.closed_stable_of_open_stable' depends on axioms: [propext, Classical.choice, Quot.sound]
```
